# The nonlocal numerator of a Slater matrix vanishes for every replacement matrix exactly when the rank deficiency is at least two

In a quantum Monte Carlo calculation with a nonlocal effective core potential, evaluating the local energy typically involves trial moves of each electron near an ion, one electron at a time, to quadrature points on a sphere around that ion. For one real Slater determinant, let $M_{ij}=\varphi_j(r_i)$ be orbital $j$ at electron $i$, and let $r_{iq}$ be the trial positions of electron $i$. Since a determinant is linear in each row, the moves of electron $i$ combine into one new row,

$$B_{ij}=\sum_q w_{iq}\,\varphi_j(r_{iq}),$$

where the weight $w_{iq}$ collects the quadrature weight, the radial potential, the angular factor and any Jastrow ratio. The contribution to the local energy is then

$$\frac{1}{\det M}\sum_i \det(M\text{ with row }i\text{ replaced by row }i\text{ of }B)=\operatorname{tr}(M^{-1}B).$$

A program that keeps $M^{-1}$ for its walkers can obtain it from this trace. At a node $\det M=0$ and the inverse is gone, but the numerator is still defined. Its value there bears on whether this contribution diverges as a walker approaches the node.

## One matrix for the orbitals, one for the replaced rows

In the code, `n` is a finite type of labels, used for both electrons and orbitals. The number of electrons, written $n$ in the prose, is `Fintype.card n`. A `Matrix n n ℝ` is a real square matrix with electrons as rows and orbitals as columns.

```lean
import Mathlib

open Matrix Module

namespace NonlocalNumerator

variable {n : Type*} [Fintype n] [DecidableEq n]
```

The numerator is

$$\mathcal N(M,B)=\sum_i\det(M\text{ with row }i\text{ replaced by row }i\text{ of }B).$$

The expression `M.updateRow i (B i)` is the replaced matrix. Here $B$ is an arbitrary real matrix: the quadrature, the potential and the orbitals that produce it do not enter.

```lean
/-- The nonlocal numerator: the sum over electrons `i` of the Slater determinant in which
row `i` of `M` is replaced by row `i` of `B`. -/
def numerator (M B : Matrix n n ℝ) : ℝ := ∑ i, (M.updateRow i (B i)).det
```

## The trace formula survives a singular matrix

Expand the $i$-th determinant along its new row. The cofactors of that row involve only the other rows, which still belong to $M$, and the cofactor at position $(i,j)$ is $\operatorname{adj}(M)_{ji}$. Hence

$$\mathcal N(M,B)=\sum_i\sum_j\operatorname{adj}(M)_{ji}B_{ij}=\operatorname{tr}(\operatorname{adj}(M)B).$$

No division by $\det M$ has occurred. In the proof, `h` is the row expansion, obtained from Cramer's rule, and `Finset.sum_comm` exchanges the two sums.

```lean
/-- The nonlocal numerator is the trace of the adjugate of the Slater matrix times `B`,
whether or not the Slater matrix is singular. -/
theorem numerator_eq_trace (M B : Matrix n n ℝ) :
    numerator M B = (M.adjugate * B).trace := by
  -- Cramer's rule expands each replaced determinant along its new row
  have h : ∀ i, (M.updateRow i (B i)).det = ∑ j, M.adjugate j i * B i j := by
    intro i
    rw [← cramer_transpose_apply, cramer_eq_adjugate_mulVec, ← adjugate_transpose M]
    simp only [mulVec, dotProduct, transpose_apply]
  simp only [numerator, h, Matrix.trace, Matrix.diag_apply, Matrix.mul_apply]
  exact Finset.sum_comm
```

## The numerator as a derivative

Write the determinant as a sum over permutations $\sigma$:

$$\det(M+tB)=\sum_\sigma\operatorname{sgn}(\sigma)\prod_i\bigl(M_{i\sigma(i)}+tB_{i\sigma(i)}\bigr).$$

By the product rule, its derivative at $t=0$ is

$$\sum_\sigma\operatorname{sgn}(\sigma)\sum_i B_{i\sigma(i)}\prod_{j\ne i}M_{j\sigma(j)}.$$

For fixed $i$, the sum over $\sigma$ is the determinant with row $i$ replaced, so the total is $\mathcal N(M,B)$.

`HasDerivAt` states that the derivative exists and has this value. Within the proof, `hdet` is the permutation expansion, `hprod` the product rule for one permutation, and `hval` the regrouping into replaced determinants.

```lean
/-- The nonlocal numerator is the derivative of `det (M + t B)` at `t = 0`. -/
theorem hasDerivAt_det (M B : Matrix n n ℝ) :
    HasDerivAt (fun t : ℝ => (M + t • B).det) (numerator M B) 0 := by
  have hdet : ∀ A : Matrix n n ℝ, A.det =
      ∑ σ : Equiv.Perm n, ((Equiv.Perm.sign σ : ℤ) : ℝ) * ∏ i, A i (σ i) := by
    intro A
    rw [← det_transpose, det_apply']
    simp only [transpose_apply]
  -- product rule for one orbital assignment
  have hprod : ∀ σ : Equiv.Perm n,
      HasDerivAt (fun t : ℝ => ∏ i, (M + t • B) i (σ i))
        (∑ i, ∏ j, (M.updateRow i (B i)) j (σ j)) 0 := by
    intro σ
    have hentry : ∀ i ∈ Finset.univ,
        HasDerivAt (fun t : ℝ => (M + t • B) i (σ i)) (B i (σ i)) 0 := by
      intro i _
      have h : HasDerivAt (fun t : ℝ => M i (σ i) + t * B i (σ i)) (1 * B i (σ i)) 0 :=
        ((hasDerivAt_id' (0 : ℝ)).mul_const _).const_add _
      rw [one_mul] at h
      exact h
    refine (HasDerivAt.fun_finsetProd hentry).congr_deriv ?_
    refine Finset.sum_congr rfl fun i _ => ?_
    have hrest : ∏ j ∈ Finset.univ.erase i, (M.updateRow i (B i)) j (σ j) =
        ∏ j ∈ Finset.univ.erase i, (M + (0 : ℝ) • B) j (σ j) :=
      Finset.prod_congr rfl fun j hj => by
        rw [updateRow_ne (Finset.ne_of_mem_erase hj)]
        simp
    rw [← Finset.mul_prod_erase Finset.univ
      (fun j => (M.updateRow i (B i)) j (σ j)) (Finset.mem_univ i), hrest, updateRow_self,
      smul_eq_mul, mul_comm]
  have hval : numerator M B = ∑ σ : Equiv.Perm n, ((Equiv.Perm.sign σ : ℤ) : ℝ) *
      ∑ i, ∏ j, (M.updateRow i (B i)) j (σ j) := by
    simp only [numerator, hdet, Finset.mul_sum]
    exact Finset.sum_comm
  rw [hval]
  simp only [hdet]
  exact HasDerivAt.fun_sum fun σ _ => (hprod σ).const_mul _
```

## Null vectors are orbital combinations that vanish at every electron

If $Mx=0$, the orbital $\sum_j x_j\varphi_j$ is zero at all the electron positions. The rank of $M$ and the dimension of the space of such $x$ add up to $n$. In Lean this space is the kernel of `M.mulVecLin`, the linear map $x\mapsto Mx$, and `finrank` is its dimension.

```lean
omit [DecidableEq n] in
/-- The rank of the Slater matrix and the dimension of its null space add up to the number
of electrons. -/
theorem rank_add_nullity (M : Matrix n n ℝ) :
    M.rank + finrank ℝ (LinearMap.ker M.mulVecLin) = Fintype.card n := by
  have h := LinearMap.finrank_range_add_finrank_ker M.mulVecLin
  rw [Module.finrank_fintype_fun_eq_card] at h
  exact h
```

Call a configuration an ordinary node if $\operatorname{rank}M+1=n$. The kernel then has dimension one, so a single nonzero $x$ spans it. The lemma extracts this vector and the statement that every other null vector is a multiple of it.

```lean
omit [DecidableEq n] in
/-- If the rank is one less than the number of electrons, the null vectors of the Slater
matrix are the multiples of a single nonzero orbital combination `x`. -/
theorem null_line (M : Matrix n n ℝ) (h : M.rank + 1 = Fintype.card n) :
    ∃ x : n → ℝ, x ≠ 0 ∧ M *ᵥ x = 0 ∧ ∀ y, M *ᵥ y = 0 → ∃ c : ℝ, y = c • x := by
  have hker : finrank ℝ (LinearMap.ker M.mulVecLin) = 1 := by
    have := rank_add_nullity M
    omega
  obtain ⟨x, hx, hs⟩ := finrank_eq_one_iff'.mp hker
  refine ⟨x.1, fun e => hx (Subtype.ext e), LinearMap.mem_ker.mp x.2, fun y hy => ?_⟩
  obtain ⟨c, hc⟩ := hs ⟨y, LinearMap.mem_ker.mpr hy⟩
  exact ⟨c, (congrArg Subtype.val hc).symm⟩
```

## An ordinary node admits a nonzero numerator

Let $x$ span the kernel. Since $M$ is singular, it also has a nonzero left null vector $u$, with $u^{\mathsf T}M=0$. Choose $i$ with $u_i\neq0$, and let $B$ have $x$ in row $i$ and zeros elsewhere. Every term of the numerator except the $i$-th has a zero row, so $\mathcal N(M,B)$ is the determinant of $M$ with row $i$ replaced by $x$.

Suppose that this determinant is zero. Then some $y\neq0$ satisfies $(My)_k=0$ for $k\neq i$, together with $x\cdot y=0$. The left null vector gives

$$0=u\cdot(My)=u_i(My)_i,$$

so $(My)_i=0$ as well. Thus $My=0$ and $y=cx$ for some number $c$. Now $0=x\cdot y=c\,x\cdot x$ forces $c=0$ or $x=0$, and either contradicts what was chosen.

In the code, `hone` reduces the numerator to one determinant, `hrow` and `hxy` record the equations for $y$, and `hi0` is the step with $u$.

```lean
/-- If the rank is one less than the number of electrons, some `B` gives a nonzero
nonlocal numerator. -/
theorem exists_numerator_ne_zero (M : Matrix n n ℝ) (h : M.rank + 1 = Fintype.card n) :
    ∃ B, numerator M B ≠ 0 := by
  obtain ⟨x, hx0, hMx, hspan⟩ := null_line M h
  obtain ⟨u, hu0, hu⟩ := exists_vecMul_eq_zero_iff.mpr
    (exists_mulVec_eq_zero_iff.mp ⟨x, hx0, hMx⟩)
  obtain ⟨i, hi⟩ := Function.ne_iff.mp hu0
  -- only row `i` of `B` is occupied, and it holds the null vector
  have hone : numerator M ((0 : Matrix n n ℝ).updateRow i x) = (M.updateRow i x).det := by
    rw [numerator, Finset.sum_eq_single i]
    · rw [updateRow_self]
    · intro k _ hk
      refine det_eq_zero_of_row_eq_zero k fun j => ?_
      rw [updateRow_self, updateRow_ne hk]
      rfl
    · exact fun h => absurd (Finset.mem_univ i) h
  refine ⟨(0 : Matrix n n ℝ).updateRow i x, fun hd => ?_⟩
  rw [hone] at hd
  obtain ⟨y, hy0, hy⟩ := exists_mulVec_eq_zero_iff.mpr hd
  have hrow : ∀ k, k ≠ i → (M *ᵥ y) k = 0 := by
    intro k hk
    have := congrFun hy k
    simpa [mulVec, updateRow_ne hk] using this
  have hxy : x ⬝ᵥ y = 0 := by
    have := congrFun hy i
    simpa [mulVec] using this
  -- the left null vector forces the replaced row to annihilate `y` as well
  have hi0 : (M *ᵥ y) i = 0 := by
    have h1 : u ⬝ᵥ (M *ᵥ y) = 0 := by rw [dotProduct_mulVec, hu, zero_dotProduct]
    rw [dotProduct, Finset.sum_eq_single i (fun k _ hk => by rw [hrow k hk, mul_zero])
      (fun h => absurd (Finset.mem_univ i) h)] at h1
    exact (mul_eq_zero.mp h1).resolve_left hi
  obtain ⟨c, rfl⟩ := hspan y (funext fun k => by
    by_cases hk : k = i
    · rw [hk]; exact hi0
    · exact hrow k hk)
  rw [dotProduct_smul, smul_eq_mul] at hxy
  rcases mul_eq_zero.mp hxy with hc | hc
  · exact hy0 (by rw [hc, zero_smul])
  · exact hx0 (dotProduct_self_eq_zero.mp hc)
```

## Two lost ranks remove the numerator altogether

Suppose first that $\operatorname{rank}M+2\le n$, so the kernel of $M$ has dimension at least two. For any $B$ and $i$, the single linear condition $\sum_j B_{ij}y_j=0$ leaves a nonzero $y$ in this kernel. That $y$ is annihilated by the old rows and by the new one, so each replaced determinant vanishes, and so does their sum.

Conversely, suppose that the numerator vanishes for every $B$. Rank $n-1$ is excluded by the preceding construction. At full rank, $B=M$ leaves every row unchanged and gives

$$\mathcal N(M,M)=n\det M\neq0.$$

Only $\operatorname{rank}M+2\le n$ remains.

The Lean statement uses this additive form because subtraction of natural numbers stops at zero. For $n\ge2$ it reads $\operatorname{rank}M\le n-2$; for $n=1$ it is never satisfied, in agreement with $\mathcal N(M,B)=B$. The hypothesis `[Nonempty n]` excludes zero electrons, where the numerator is an empty sum. The linear map `f` in the proof is the pairing of the new row with the null vectors.

```lean
/-- For at least one electron, the nonlocal numerator vanishes for every `B` if and only if
the rank of the Slater matrix is at least two below the number of electrons. -/
theorem numerator_vanishes_iff [Nonempty n] (M : Matrix n n ℝ) :
    (∀ B, numerator M B = 0) ↔ M.rank + 2 ≤ Fintype.card n := by
  have hrn := rank_add_nullity M
  constructor
  · intro h
    by_contra hr
    by_cases h1 : M.rank + 1 = Fintype.card n
    · obtain ⟨B, hB⟩ := exists_numerator_ne_zero M h1
      exact hB (h B)
    · -- full rank: the choice `B = M` gives a multiple of `det M`
      have hdet : M.det = 0 := by
        have := h M
        simpa [numerator, updateRow_eq_self] using this
      obtain ⟨x, hx0, hx⟩ := exists_mulVec_eq_zero_iff.mpr hdet
      have hbot : LinearMap.ker M.mulVecLin = ⊥ := Submodule.finrank_eq_zero.mp (by omega)
      have hmem : x ∈ LinearMap.ker M.mulVecLin := LinearMap.mem_ker.mpr hx
      rw [hbot] at hmem
      exact hx0 ((Submodule.mem_bot ℝ).mp hmem)
  · intro h B
    refine Finset.sum_eq_zero fun i _ => exists_mulVec_eq_zero_iff.mp ?_
    -- a null space of dimension at least two has a nonzero vector orthogonal to the new row
    let f : LinearMap.ker M.mulVecLin →ₗ[ℝ] ℝ :=
      { toFun := fun y => B i ⬝ᵥ (y : n → ℝ)
        map_add' := fun a b => by simp [dotProduct_add]
        map_smul' := fun c a => by simp [dotProduct_smul] }
    have hf : LinearMap.ker f ≠ ⊥ :=
      LinearMap.ker_ne_bot_of_finrank_lt (by rw [finrank_self]; omega)
    obtain ⟨y, hy, hy0⟩ := Submodule.exists_mem_ne_zero_of_ne_bot hf
    refine ⟨y.1, fun e => hy0 (Subtype.ext e), funext fun k => ?_⟩
    by_cases hk : k = i
    · have hfy : B i ⬝ᵥ y.1 = 0 := LinearMap.mem_ker.mp hy
      rw [hk]
      simpa [mulVec] using hfy
    · have hMy : (M *ᵥ y.1) k = 0 := congrFun (LinearMap.mem_ker.mp y.2) k
      simpa [mulVec, updateRow_ne hk] using hMy
```

## At an ordinary node the numerator is a matrix element

With $\det M=0$, the identity $M\operatorname{adj}(M)=(\det M)I=0$ puts every column of the adjugate on the null line. Hence $\operatorname{adj}(M)_{ji}=u_ix_j$ for some vector $u$, and the trace formula becomes

$$\mathcal N(M,B)=\sum_{i,j}u_iB_{ij}x_j=u\cdot(Bx).$$

If $u$ were zero, every numerator would vanish, contrary to the construction above. From $\operatorname{adj}(M)M=0$ one gets $x_j\sum_iu_iM_{ik}=0$ for all $j,k$; choosing $x_j\ne0$ shows $u^{\mathsf T}M=0$.

The vectors are not normalised. With unit vectors $\hat u=u/\|u\|$ and $\hat x=x/\|x\|$, the value is $\|u\|\|x\|\,\hat u\cdot(B\hat x)$. In Lean, `u ᵥ* M` is the product from the left, `M *ᵥ x` the product from the right, and `⬝ᵥ` the real dot product.

```lean
/-- At an ordinary node, where the rank is one less than the number of electrons, the
numerator is the matrix element of `B` between nonzero left and right null vectors of `M`. -/
theorem numerator_at_ordinary_node (M : Matrix n n ℝ) (h : M.rank + 1 = Fintype.card n) :
    ∃ u x : n → ℝ, u ≠ 0 ∧ x ≠ 0 ∧ u ᵥ* M = 0 ∧ M *ᵥ x = 0 ∧
      ∀ B, numerator M B = u ⬝ᵥ (B *ᵥ x) := by
  obtain ⟨x, hx0, hMx, hspan⟩ := null_line M h
  have hdet : M.det = 0 := exists_mulVec_eq_zero_iff.mp ⟨x, hx0, hMx⟩
  -- every column of the adjugate lies on the null line
  have hcol : ∀ i, ∃ c : ℝ, (fun j => M.adjugate j i) = c • x := by
    intro i
    refine hspan _ (funext fun k => ?_)
    have := congrFun (congrFun (mul_adjugate M) k) i
    rw [hdet, zero_smul] at this
    exact this
  choose u hu using hcol
  have hadj : ∀ j i, M.adjugate j i = u i * x j := fun j i => congrFun (hu i) j
  have hnum : ∀ B, numerator M B = u ⬝ᵥ (B *ᵥ x) := by
    intro B
    rw [numerator_eq_trace]
    simp only [Matrix.trace, diag_apply, mul_apply, mulVec, dotProduct, hadj, Finset.mul_sum]
    rw [Finset.sum_comm]
    exact Finset.sum_congr rfl fun i _ => Finset.sum_congr rfl fun j _ => by ring
  refine ⟨u, x, ?_, hx0, ?_, hMx, hnum⟩
  · intro hu0
    obtain ⟨B, hB⟩ := exists_numerator_ne_zero M h
    exact hB (by rw [hnum, hu0, zero_dotProduct])
  · obtain ⟨j, hj⟩ := Function.ne_iff.mp hx0
    funext k
    have h1 : ∑ i, M.adjugate j i * M i k = 0 := by
      have := congrFun (congrFun (adjugate_mul M) j) k
      rw [hdet, zero_smul, mul_apply] at this
      exact this
    have h2 : x j * (u ᵥ* M) k = 0 := by
      refine Eq.trans ?_ h1
      simp only [vecMul, dotProduct, Finset.mul_sum, hadj]
      exact Finset.sum_congr rfl fun i _ => by ring
    exact (mul_eq_zero.mp h2).resolve_left hj
```

The matrices $B$ with $u\cdot(Bx)=0$ form a hyperplane, which is the sense in which the numerator is generally nonzero at an ordinary node; this last inference is made in prose only. A particular potential may still put $B$ on the hyperplane. A local potential $v$ always does: there $B_{ij}=v(r_i)M_{ij}$, so $Bx=0$. If instead the numerator tends to a nonzero value while $\det M\to0$, the nonlocal contribution, taken by itself, diverges. A numerator that vanishes at the node does not rule out a divergence: for two electrons with $M=tI$ and $B=I$, the rank deficiency at $t=0$ is two, yet the numerator is $2t$ and the determinant $t^2$, so the quotient $2/t$ diverges as $t\to0$.

## Two electrons worked by hand

Number rows and columns from zero, as Lean does, and take

$$M=\begin{pmatrix}1&2\\2&4\end{pmatrix},\qquad B=\begin{pmatrix}3&1\\0&5\end{pmatrix}.$$

Here $M$ has rank one. Replacing row 0 gives $3\cdot4-1\cdot2=10$, and replacing row 1 gives $1\cdot5-2\cdot0=5$, so $\mathcal N(M,B)=15$. The derivative agrees, since $\det(M+tB)=15t+15t^2$. With $x=u=(2,-1)$ one has $Bx=(5,-5)$ and $u\cdot(Bx)=15$; the normalised matrix element is $3$, multiplied by $\|u\|\|x\|=5$.

For the simpler matrix $M=\operatorname{diag}(1,0)$ and general $B$, replacing row 0 leaves a zero row and contributes nothing. Replacing row 1 gives $1\cdot B_{11}-0\cdot B_{10}=B_{11}$, the lower diagonal entry. The code evaluates the same two determinants.

```lean
/-- For the singular two-electron Slater matrix `diag(1, 0)` the nonlocal numerator is the
lower diagonal entry of `B`. -/
theorem numerator_two_electrons (B : Matrix (Fin 2) (Fin 2) ℝ) :
    numerator !![1, 0; 0, 0] B = B 1 1 := by
  simp [numerator, det_fin_two, updateRow_apply]

end NonlocalNumerator
```

```lean
#print axioms NonlocalNumerator.hasDerivAt_det
#print axioms NonlocalNumerator.numerator_vanishes_iff
#print axioms NonlocalNumerator.numerator_at_ordinary_node
#print axioms NonlocalNumerator.numerator_two_electrons
```

```
'NonlocalNumerator.hasDerivAt_det' depends on axioms: [propext, Classical.choice, Quot.sound]
'NonlocalNumerator.numerator_vanishes_iff' depends on axioms: [propext, Classical.choice, Quot.sound]
'NonlocalNumerator.numerator_at_ordinary_node' depends on axioms: [propext, Classical.choice, Quot.sound]
'NonlocalNumerator.numerator_two_electrons' depends on axioms: [propext, Classical.choice, Quot.sound]
```
